# A lattice Henderson theorem: when the ground-state pair density fixes the pair interaction up to a constant

Does the pair density of $N$ spinless lattice fermions in their ground state determine the interaction between them, when the rest of the Hamiltonian is fixed? A state is written here as one complex coefficient $\psi_S$ for each set $S$ of $N$ occupied sites. The pair interactions considered here depend only on which sites are occupied, so in this basis they are diagonal matrices. The answer is yes, up to an additive constant, if there are at least two particles and two empty sites and one of the compared ground states has no vanishing coefficient.

## States, energies and pair densities

```lean
import Mathlib

open Matrix
open scoped ComplexOrder

namespace LatticeHenderson

noncomputable section

variable {ι : Type*} [Fintype ι] [DecidableEq ι] {N : ℕ}
```

The type `ι` is the finite set of sites. Their number $L$ appears in Lean as `Fintype.card ι`.

```lean
/-- Configurations of `N` spinless fermions: the `N`-element sets of occupied sites. -/
abbrev Config (ι : Type*) (N : ℕ) := {S : Finset ι // S.card = N}
```

A configuration is a set of sites together with a proof that it has $N$ elements. The particles are spinless, with at most one per site.

```lean
/-- Interaction energy of the occupied set `S`: half the sum of `w i j` over ordered pairs of
distinct sites in `S`. -/
def pairEnergy (w : ι → ι → ℝ) (S : Finset ι) : ℝ :=
  (∑ i ∈ S, ∑ j ∈ S, if i = j then 0 else w i j) / 2
```

In ordinary notation,
$$W(S)=\tfrac12\sum_{i,j\in S,\ i\neq j} w_{ij}.$$
The factor $\tfrac12$ compensates for counting each pair twice. Diagonal values $w_{ii}$ are ignored.

```lean
/-- The Hamiltonian `H0 + W`, with `W` the diagonal matrix of pair energies. -/
def hamiltonian (H0 : Matrix (Config ι N) (Config ι N) ℂ) (w : ι → ι → ℝ) :
    Matrix (Config ι N) (Config ι N) ℂ :=
  H0 + Matrix.diagonal fun S => (pairEnergy w S.1 : ℂ)
```

This is $H(w)=H_0+W$. The matrix $H_0$ is arbitrary and the same for both interactions. Fermionic antisymmetry is reflected in the limit of one particle per site and, for a particular system, in the signs of the entries of $H_0$. Identifying $H_0$ with the hopping and one-body potential of a particular system is a step left to the user.

```lean
/-- The probability that sites `i` and `j` are both occupied in the normalised state `ψ`. -/
def pairDensity (ψ : Config ι N → ℂ) (i j : ι) : ℝ :=
  ∑ S : Config ι N, if i ∈ S.1 ∧ j ∈ S.1 then ‖ψ S‖ ^ 2 else 0
```

This is $\rho_{ij}=\sum_{S\ni i,j}|\psi_S|^2=\langle n_i n_j\rangle$, where $n_i$ is the occupation of site $i$. Some textbooks include a further factor $\tfrac12$ in the pair density.

```lean
/-- `ψ` is a ground state of `H` with energy `E`: a normalised eigenvector such that `H - E` is
positive semidefinite. -/
structure IsGroundState (H : Matrix (Config ι N) (Config ι N) ℂ) (E : ℝ)
    (ψ : Config ι N → ℂ) : Prop where
  normalised : ∑ S, ‖ψ S‖ ^ 2 = 1
  eigen : H *ᵥ ψ = (E : ℂ) • ψ
  lowest : (H - (E : ℂ) • (1 : Matrix (Config ι N) (Config ι N) ℂ)).PosSemidef
```

The three fields say that $\psi$ is normalised, that $H\psi=E\psi$ (`*ᵥ` is matrix times vector), and that $H-E$ is positive semidefinite, so no energy lies below $E$. The last field also makes $H$ Hermitian. Degenerate ground states are allowed.

## A shared eigenvector fixes the interaction

```lean
omit [Fintype ι] in
/-- For a symmetric interaction, a particle added at an empty site `a` contributes its interaction
with every particle already present. -/
theorem pairEnergy_insert {w : ι → ι → ℝ} (hw : ∀ i j, w i j = w j i) {a : ι} {T : Finset ι}
    (ha : a ∉ T) : pairEnergy w (insert a T) = pairEnergy w T + ∑ t ∈ T, w a t := by
  have hne : ∀ t ∈ T, t ≠ a := fun t ht e => ha (e ▸ ht)
  have h1 : ∑ t ∈ T, (if a = t then 0 else w a t) = ∑ t ∈ T, w a t :=
    Finset.sum_congr rfl fun t ht => if_neg (hne t ht).symm
  have h2 : ∑ t ∈ T, (if t = a then 0 else w t a) = ∑ t ∈ T, w a t :=
    Finset.sum_congr rfl fun t ht => by rw [if_neg (hne t ht), hw]
  simp only [pairEnergy, Finset.sum_insert ha, Finset.sum_add_distrib, h1, h2, if_true]
  ring
```

For symmetric $w$ and $a\notin T$, this says $W(T\cup\{a\})=W(T)+\sum_{t\in T}w_{at}$. The new pairs appear twice in the double sum, and the factor $\tfrac12$ leaves one copy of each.

```lean
/-- Let `2 ≤ N ≤ L - 2`. If a state with no vanishing coefficient is an eigenvector, with real
energies, for two symmetric interactions added to the same `H0`, these differ by one constant on all
pairs of distinct sites. -/
theorem interaction_unique_of_shared_eigenvector {H0 : Matrix (Config ι N) (Config ι N) ℂ}
    {w w' : ι → ι → ℝ} (hw : ∀ i j, w i j = w j i) (hw' : ∀ i j, w' i j = w' j i)
    (hN : 2 ≤ N) (hL : N + 2 ≤ Fintype.card ι) {ψ : Config ι N → ℂ} (hψ : ∀ S, ψ S ≠ 0)
    {E E' : ℝ} (h : hamiltonian H0 w *ᵥ ψ = (E : ℂ) • ψ)
    (h' : hamiltonian H0 w' *ᵥ ψ = (E' : ℂ) • ψ) :
    ∃ c : ℝ, ∀ i j, i ≠ j → w i j - w' i j = c := by
  -- subtract the eigenvalue equations and cancel the coefficient of each configuration
  have hD : ∀ S : Finset ι, S.card = N → pairEnergy w S - pairEnergy w' S = E - E' := by
    intro S hS
    have h1 := congrFun h ⟨S, hS⟩
    have h2 := congrFun h' ⟨S, hS⟩
    simp only [hamiltonian, Matrix.add_mulVec, Pi.add_apply, Pi.smul_apply,
      Matrix.mulVec_diagonal, smul_eq_mul] at h1 h2
    have h3 : (pairEnergy w S : ℂ) - pairEnergy w' S = E - E' :=
      mul_right_cancel₀ (hψ ⟨S, hS⟩) (by linear_combination h1 - h2)
    exact_mod_cast h3
  obtain ⟨u, hu⟩ : ∃ u : ι → ι → ℝ, ∀ i j, u i j = w i j - w' i j := ⟨_, fun _ _ => rfl⟩
  have hsym : ∀ i j, u i j = u j i := fun i j => by rw [hu, hu, hw, hw']
  -- move one particle from a to b, the others staying on T
  have hmove : ∀ a b (T : Finset ι), a ∉ T → b ∉ T → T.card + 1 = N →
      ∑ t ∈ T, (u a t - u b t) = 0 := by
    intro a b T ha hb hT
    have h1 := hD (insert a T) (by rw [Finset.card_insert_of_notMem ha, hT])
    have h2 := hD (insert b T) (by rw [Finset.card_insert_of_notMem hb, hT])
    rw [pairEnergy_insert hw ha, pairEnergy_insert hw' ha] at h1
    rw [pairEnergy_insert hw hb, pairEnergy_insert hw' hb] at h2
    simp only [hu, Finset.sum_sub_distrib]
    linarith
  -- there is room for N - 2 particles away from any four sites
  have hroom : ∀ X : Finset ι, X.card ≤ 4 →
      ∃ R : Finset ι, R.card = N - 2 ∧ ∀ x ∈ X, x ∉ R := by
    intro X hX
    obtain ⟨R, hR, hRc⟩ := Finset.exists_subset_card_eq
      (s := Xᶜ) (n := N - 2) (by rw [Finset.card_compl]; omega)
    exact ⟨R, hRc, fun x hx hxR => Finset.mem_compl.1 (hR hxR) hx⟩
  -- exchange one spectator c for another spectator d
  have hsame : ∀ a b c d, c ≠ a → c ≠ b → d ≠ a → d ≠ b →
      u a c - u b c = u a d - u b d := by
    intro a b c d hca hcb hda hdb
    obtain ⟨R, hRc, hout⟩ := hroom {a, b, c, d} Finset.card_le_four
    have ha := hout a (by simp)
    have hb := hout b (by simp)
    have hc := hout c (by simp)
    have hd := hout d (by simp)
    have h1 := hmove a b (insert c R) (by simp [hca.symm, ha]) (by simp [hcb.symm, hb])
      (by rw [Finset.card_insert_of_notMem hc]; omega)
    have h2 := hmove a b (insert d R) (by simp [hda.symm, ha]) (by simp [hdb.symm, hb])
      (by rw [Finset.card_insert_of_notMem hd]; omega)
    rw [Finset.sum_insert hc] at h1
    rw [Finset.sum_insert hd] at h2
    linarith
  -- all spectators contribute equally and their sum vanishes
  have hzero : ∀ a b c, c ≠ a → c ≠ b → u a c = u b c := by
    intro a b c hca hcb
    obtain ⟨R, hRc, hout⟩ := hroom {a, b, c} (Finset.card_le_three.trans (by norm_num))
    have hc := hout c (by simp)
    have ha : a ∉ insert c R := by simp [hca.symm, hout a (by simp)]
    have hb : b ∉ insert c R := by simp [hcb.symm, hout b (by simp)]
    have h1 := hmove a b (insert c R) ha hb (by rw [Finset.card_insert_of_notMem hc]; omega)
    have h2 : ∑ t ∈ insert c R, (u a t - u b t) = ∑ t ∈ insert c R, (u a c - u b c) :=
      Finset.sum_congr rfl fun t ht =>
        hsame a b t c (fun e => ha (e ▸ ht)) (fun e => hb (e ▸ ht)) hca hcb
    rw [h2, Finset.sum_const, Finset.card_insert_of_notMem hc, nsmul_eq_mul] at h1
    rcases mul_eq_zero.1 h1 with h0 | h0
    · exact absurd h0 (Nat.cast_ne_zero.2 (Nat.succ_ne_zero _))
    · linarith
  obtain ⟨p, q, hpq⟩ := Fintype.one_lt_card_iff.1 (show 1 < Fintype.card ι by omega)
  refine ⟨u p q, fun i j hij => ?_⟩
  rw [← hu]
  by_cases hj : j = p
  · subst hj
    rw [hzero i q j hij.symm hpq, hsym]
  · rw [hzero i p j hij.symm hj, hsym p j, hzero j q p (Ne.symm hj) hpq, hsym]
```

The hypotheses `h` and `h'` say that one vector $\psi$, not necessarily normalised, is an eigenvector for both interactions. The conclusion `∃ c : ℝ, ...` gives a single constant for all pairs of distinct sites. $H_0$ need not be Hermitian here.

**Subtract (`hD`).** At configuration $S$ the two equations read
$$(H_0\psi)_S+W(S)\psi_S=E\psi_S,\qquad (H_0\psi)_S+W'(S)\psi_S=E'\psi_S.$$
Subtracting and dividing by $\psi_S\neq0$ gives $W(S)-W'(S)=E-E'$ for every $S$.

**Move a particle (`hmove`).** Let $u_{ij}=w_{ij}-w'_{ij}$. Put $N-1$ particles on a set $T$ avoiding sites $a$ and $b$, and the last one on $a$ or on $b$. Comparing the two configurations gives
$$\sum_{t\in T}(u_{at}-u_{bt})=0.$$

**Exchange a spectator (`hroom`, `hsame`).** Let $c$ and $d$ be sites other than $a,b$; this $c$ is not the constant in the conclusion. Since $L-4\ge N-2$, some set $R$ of $N-2$ sites avoids all four. Taking $T=R\cup\{c\}$, then $T=R\cup\{d\}$, and subtracting gives
$$u_{ac}-u_{bc}=u_{ad}-u_{bd}.$$

**Conclude (`hzero`).** All $N-1$ terms of the vanishing sum are therefore equal, so $(N-1)(u_{ac}-u_{bc})=0$, and $N\ge2$ gives $u_{ac}=u_{bc}$. One end of a pair can thus be changed without changing $u$. Changing one end at a time, and using symmetry, carries any pair $i,j$ to a fixed pair $p,q$.

In the code, `linear_combination` and `linarith` do the subtractions, and `omega` does the counting of sites.

## Equal pair densities give a shared eigenvector

```lean
/-- The mean interaction energy is half the sum of interaction times pair density over ordered
pairs of distinct sites. -/
theorem mean_interaction (w : ι → ι → ℝ) (ψ : Config ι N → ℂ) :
    ∑ S : Config ι N, pairEnergy w S.1 * ‖ψ S‖ ^ 2
      = (∑ i, ∑ j, (if i = j then 0 else w i j) * pairDensity ψ i j) / 2 := by
  have key : ∀ (f : ι → ι → ℝ) (S : Finset ι), ∑ i ∈ S, ∑ j ∈ S, f i j
      = ∑ i, ∑ j, if i ∈ S ∧ j ∈ S then f i j else 0 := by
    intro f S
    have h1 : ∀ i, (∑ j, if i ∈ S ∧ j ∈ S then f i j else 0)
        = if i ∈ S then ∑ j ∈ S, f i j else 0 := by
      intro i
      by_cases hi : i ∈ S <;> simp [hi]
    simp only [h1, Finset.sum_ite_mem, Finset.univ_inter]
  have hE : ∀ S : Finset ι, pairEnergy w S
      = (∑ i, ∑ j, if i ∈ S ∧ j ∈ S then (if i = j then 0 else w i j) else 0) / 2 :=
    fun S => by rw [pairEnergy, key]
  simp only [hE, pairDensity, Finset.mul_sum, Finset.sum_mul, Finset.sum_div]
  rw [Finset.sum_comm]
  refine Finset.sum_congr rfl fun i _ => ?_
  rw [Finset.sum_comm]
  refine Finset.sum_congr rfl fun j _ => Finset.sum_congr rfl fun S _ => ?_
  split_ifs <;> ring
```

Exchanging the order of summation gives
$$\sum_S W(S)|\psi_S|^2=\tfrac12\sum_{i\ne j}w_{ij}\sum_{S\ni i,j}|\psi_S|^2=\tfrac12\sum_{i\neq j}w_{ij}\rho_{ij}.$$
In Lean, `key` extends the sums from $S$ to all sites, and `Finset.sum_comm` exchanges them.

```lean
/-- For a normalised eigenvector of `H(w)` with energy `E`, the mean of `H(w') - E'` is `E - E'`
plus the change in mean interaction energy. -/
theorem mean_energy_excess {H0 : Matrix (Config ι N) (Config ι N) ℂ} {w : ι → ι → ℝ}
    (w' : ι → ι → ℝ) {E : ℝ} (E' : ℝ) {ψ : Config ι N → ℂ} (hn : ∑ S, ‖ψ S‖ ^ 2 = 1)
    (h : hamiltonian H0 w *ᵥ ψ = (E : ℂ) • ψ) :
    star ψ ⬝ᵥ ((hamiltonian H0 w' - (E' : ℂ) • (1 : Matrix (Config ι N) (Config ι N) ℂ)) *ᵥ ψ)
      = ((E - E' + (∑ S : Config ι N, pairEnergy w' S.1 * ‖ψ S‖ ^ 2
        - ∑ S : Config ι N, pairEnergy w S.1 * ‖ψ S‖ ^ 2) : ℝ) : ℂ) := by
  have hpt : ∀ S, ((hamiltonian H0 w'
      - (E' : ℂ) • (1 : Matrix (Config ι N) (Config ι N) ℂ)) *ᵥ ψ) S
      = ((pairEnergy w' S.1 : ℂ) - pairEnergy w S.1 + (E - E')) * ψ S := by
    intro S
    have hS := congrFun h S
    simp only [hamiltonian, Matrix.add_mulVec, Matrix.sub_mulVec, Matrix.smul_mulVec,
      Matrix.one_mulVec, Pi.add_apply, Pi.sub_apply, Pi.smul_apply, Matrix.mulVec_diagonal,
      smul_eq_mul] at hS ⊢
    linear_combination hS
  have hr : E - E' + (∑ S : Config ι N, pairEnergy w' S.1 * ‖ψ S‖ ^ 2
      - ∑ S : Config ι N, pairEnergy w S.1 * ‖ψ S‖ ^ 2)
      = ∑ S : Config ι N, (pairEnergy w' S.1 - pairEnergy w S.1 + (E - E')) * ‖ψ S‖ ^ 2 := by
    simp only [add_mul _ (E - E'), sub_mul (pairEnergy w' _), Finset.sum_add_distrib,
      Finset.sum_sub_distrib, ← Finset.mul_sum, hn]
    ring
  rw [hr, Complex.ofReal_sum]
  simp only [dotProduct, Pi.star_apply, hpt]
  refine Finset.sum_congr rfl fun S _ => ?_
  have hz : star (ψ S) * ψ S = (‖ψ S‖ : ℂ) ^ 2 := Complex.conj_mul' _
  push_cast
  linear_combination ((pairEnergy w' S.1 : ℂ) - pairEnergy w S.1 + (E - E')) * hz
```

If $H(w)\psi=E\psi$, then
$$\big[(H(w')-E')\psi\big]_S=\big(W'(S)-W(S)+E-E'\big)\psi_S,$$
which is `hpt`. Multiplying by $\psi_S^*$, summing and using normalisation gives
$$\langle\psi|H(w')-E'|\psi\rangle=E-E'+\langle W'\rangle-\langle W\rangle.$$

```lean
/-- Quantum Henderson theorem on a lattice, for `2 ≤ N ≤ L - 2`: if ground states for two symmetric
interactions added to the same `H0` have equal pair densities on distinct sites, and one of these
states has no vanishing coefficient, the interactions differ by one constant on all pairs of
distinct sites. -/
theorem quantum_henderson {H0 : Matrix (Config ι N) (Config ι N) ℂ}
    {w w' : ι → ι → ℝ} (hw : ∀ i j, w i j = w j i) (hw' : ∀ i j, w' i j = w' j i)
    (hN : 2 ≤ N) (hL : N + 2 ≤ Fintype.card ι) {ψ ψ' : Config ι N → ℂ} {E E' : ℝ}
    (hg : IsGroundState (hamiltonian H0 w) E ψ) (hg' : IsGroundState (hamiltonian H0 w') E' ψ')
    (hψ : ∀ S, ψ S ≠ 0) (hρ : ∀ i j, i ≠ j → pairDensity ψ i j = pairDensity ψ' i j) :
    ∃ c : ℝ, ∀ i j, i ≠ j → w i j - w' i j = c := by
  have hmean : ∀ v : ι → ι → ℝ, ∑ S : Config ι N, pairEnergy v S.1 * ‖ψ S‖ ^ 2
      = ∑ S : Config ι N, pairEnergy v S.1 * ‖ψ' S‖ ^ 2 := by
    intro v
    rw [mean_interaction, mean_interaction]
    congr 1
    refine Finset.sum_congr rfl fun i _ => Finset.sum_congr rfl fun j _ => ?_
    by_cases e : i = j
    · simp [e]
    · rw [hρ i j e]
  -- each ground state is a trial state for the other Hamiltonian
  have h1 := hg'.lowest.dotProduct_mulVec_nonneg ψ
  have h2 := hg.lowest.dotProduct_mulVec_nonneg ψ'
  rw [mean_energy_excess w' E' hg.normalised hg.eigen] at h1
  rw [mean_energy_excess w E hg'.normalised hg'.eigen, ← hmean, ← hmean] at h2
  have h1' := Complex.zero_le_real.1 h1
  have h2' := Complex.zero_le_real.1 h2
  -- both inequalities are saturated, so ψ is also an eigenvector for w'
  have h0 := mean_energy_excess w' E' hg.normalised hg.eigen
  rw [le_antisymm (by linarith) h1', Complex.ofReal_zero] at h0
  have h3 := (hg'.lowest.dotProduct_mulVec_zero_iff ψ).1 h0
  rw [Matrix.sub_mulVec, Matrix.smul_mulVec, Matrix.one_mulVec, sub_eq_zero] at h3
  exact interaction_unique_of_shared_eigenvector hw hw' hN hL hψ hg.eigen h3

end

end LatticeHenderson
```

Now $\psi$ and $\psi'$ are ground states for $w$ and $w'$, with equal pair densities on distinct sites. By `mean_interaction`, $\langle W\rangle$ and $\langle W'\rangle$ are the same in both states (`hmean`). Using each state as a trial state for the other Hamiltonian gives
$$0\le E-E'+\langle W'\rangle-\langle W\rangle,\qquad 0\le E'-E+\langle W\rangle-\langle W'\rangle.$$
The right-hand sides are opposite, so both vanish. A positive semidefinite matrix can be written $B^\dagger B$, so zero expectation means $\|B\psi\|^2=0$, and hence $(H(w')-E')\psi=0$. Thus $\psi$ is an eigenvector for both interactions, and the previous theorem applies.

The condition `hψ` means that every configuration occurs with nonzero probability in $\psi$; nothing similar is asked of $\psi'$. A Perron–Frobenius argument, separate from this code, supplies it for nearest-neighbour hopping on an open chain.

Henderson's original theorem concerns classical fluids at fixed temperature and density. For simulations that fit a pair interaction to a target pair density, this version gives, under its hypotheses, uniqueness up to a constant on a finite lattice in the ground state, but not the existence of a fitting interaction.

```lean
#print axioms LatticeHenderson.quantum_henderson
```

```
'LatticeHenderson.quantum_henderson' depends on axioms: [propext, Classical.choice, Quot.sound]
```

## Three particles on five sites, and three on four

Take $L=5$, $N=3$, and let every entry of the $10\times10$ matrix $H_0$ be $-1$. This is a toy choice that keeps the arithmetic short: it also moves two particles at once, so it is not ordinary one-particle hopping. For $w=0$ the ground state has $\psi_S=1/\sqrt{10}$, $E=-10$ and $\rho_{ij}=3/10$ for $i\ne j$. Setting $w'_{ij}=2$ on all pairs adds $6$ to every configuration. The state is unchanged, $E'=-4$, and the constant is $w_{ij}-w'_{ij}=-2$. It differs from $E-E'=-6$ because each configuration contains three pairs. If $w'_{12}=w'_{21}$ is raised to $3$, the difference is no longer constant, so by the theorem the pair density must change.

One empty site may seem enough, since a particle then has somewhere to go. For $L=4$, $N=3$, take the symmetric difference $u_{12}=u_{34}=1$, $u_{13}=u_{24}=-1$, $u_{14}=u_{23}=0$. Its sum over the three pairs in each configuration is zero, so two different interactions give the same Hamiltonian. The condition $N\le L-1$ would therefore be too weak.
